# A function of finitely many ±1 spins depends only on the sites in A exactly when every cluster not contained in A has zero coefficient

## Spins, clusters and coefficients

Let $\iota$ be a finite set of $N$ sites. A configuration $\sigma$ assigns a spin $\sigma_i=\pm1$ to each site $i$; in a binary alloy the two values label the two species. In Lean a configuration is a map `ι → ℤˣ`, since the units of the integers are exactly $1$ and $-1$. The sites carry no geometry or symmetry.

```lean
import Mathlib

open Finset

namespace ClusterLocality

noncomputable section

variable {ι : Type*} [Fintype ι] [DecidableEq ι]
```

A cluster is any subset $S$ of the sites, the empty one included. Its cluster function is

$$\Phi_S(\sigma)=\prod_{i\in S}\sigma_i,\qquad \Phi_\emptyset=1.$$

The spins are converted to real numbers before they are multiplied.

```lean
/-- The cluster function `Φ_S`: the product of the spins `±1` on the sites of `S`. -/
def clusterFn (S : Finset ι) (σ : ι → ℤˣ) : ℝ := ∏ i ∈ S, ((σ i : ℤ) : ℝ)
```

Averages give all $2^N$ configurations equal weight, so the spins are independent and unbiased. No Boltzmann weight enters, and the composition is not held fixed:

$$\langle G\rangle=\frac1{2^N}\sum_\sigma G(\sigma).$$

```lean
/-- The average of a function over all `2^N` spin configurations, equally weighted. -/
def configAverage (G : (ι → ℤˣ) → ℝ) : ℝ := (∑ σ, G σ) / 2 ^ Fintype.card ι
```

The coefficient of a real function $F$ on the cluster $S$ is $J_S=\langle F\,\Phi_S\rangle$. Each cluster has its own coefficient, with no grouping of symmetry-equivalent clusters and no multiplicity factor.

```lean
/-- The cluster coefficient `J_S` of `F`: the configuration average of `F Φ_S`. -/
def coefficient (F : (ι → ℤˣ) → ℝ) (S : Finset ι) : ℝ :=
  configAverage fun σ => F σ * clusterFn S σ
```

"$F$ depends only on the spins in $A$" means that $F(\sigma)=F(\tau)$ whenever $\sigma_i=\tau_i$ for all $i\in A$. Spins in $A$ may still turn out to be irrelevant.

```lean
/-- `F` depends only on the spins in `A`: it takes equal values on any two configurations
that coincide on `A`. -/
def DependsOnlyOn (F : (ι → ℤˣ) → ℝ) (A : Finset ι) : Prop :=
  ∀ σ τ : ι → ℤˣ, (∀ i ∈ A, σ i = τ i) → F σ = F τ
```

Coarse-graining onto $A$ fixes the spins of $\sigma$ inside $A$ and averages over those outside:

$$(P_AF)(\sigma)=\big\langle F(\sigma_A,\tau_{A^c})\big\rangle_\tau .$$

In Lean, `A.piecewise σ τ` takes its values from $\sigma$ on $A$ and from $\tau$ elsewhere. The average runs over all of $\tau$; its spins inside $A$ are ignored, so each outside arrangement is counted equally often.

```lean
/-- Coarse-graining onto `A`: the spins in `A` are held fixed and `F` is averaged over the
spins outside `A`. -/
def coarseGrain (F : (ι → ℤˣ) → ℝ) (A : Finset ι) (σ : ι → ℤˣ) : ℝ :=
  configAverage fun τ => F (A.piecewise σ τ)
```

Finally, $f_i\sigma$ denotes $\sigma$ with the spin at site $i$ reversed.

```lean
/-- The configuration obtained by reversing the spin at site `i`. -/
def spinFlip (i : ι) (σ : ι → ℤˣ) : ι → ℤˣ := Function.update σ i (-σ i)
```

## One reversed spin makes a sum vanish

If $i\in S$, the product $\Phi_S$ contains $\sigma_i$ exactly once, so

$$\Phi_S(f_i\sigma)=(-\sigma_i)\prod_{j\in S\setminus\{i\}}\sigma_j=-\Phi_S(\sigma).$$

The proof splits off the factor at $i$ in the same way and checks that the other factors are unchanged.

```lean
omit [Fintype ι] in
/-- Reversing a spin that belongs to the cluster `S` changes the sign of `Φ_S`. -/
theorem clusterFn_spinFlip {S : Finset ι} {i : ι} (hi : i ∈ S) (σ : ι → ℤˣ) :
    clusterFn S (spinFlip i σ) = -clusterFn S σ := by
  unfold clusterFn
  rw [← Finset.mul_prod_erase S _ hi, ← Finset.mul_prod_erase S _ hi]
  have h : ∏ j ∈ S.erase i, ((spinFlip i σ j : ℤ) : ℝ)
      = ∏ j ∈ S.erase i, ((σ j : ℤ) : ℝ) := by
    refine Finset.prod_congr rfl fun j hj => ?_
    rw [spinFlip, Function.update_of_ne (Finset.ne_of_mem_erase hj)]
  rw [h]
  simp [spinFlip]
```

Now let $G(f_i\sigma)=-G(\sigma)$ for every $\sigma$. Flipping twice restores the configuration, so $f_i$ merely permutes the configurations, and

$$\sum_\sigma G(\sigma)=\sum_\sigma G(f_i\sigma)=-\sum_\sigma G(\sigma)=0.$$

`Equiv.sum_comp` performs the relabelling.

```lean
/-- A function that changes sign when the spin at one given site is reversed sums to zero
over all configurations. -/
theorem sum_eq_zero_of_odd (i : ι) (G : (ι → ℤˣ) → ℝ)
    (hG : ∀ σ, G (spinFlip i σ) = -G σ) : ∑ σ, G σ = 0 := by
  have hinv : Function.Involutive (spinFlip i : (ι → ℤˣ) → (ι → ℤˣ)) := by
    intro σ
    simp [spinFlip]
  -- relabel the configurations by the spin flip
  have h : ∑ σ, G (spinFlip i σ) = ∑ σ, G σ := Equiv.sum_comp hinv.toPerm G
  simp only [hG, Finset.sum_neg_distrib] at h
  linarith
```

## The cluster functions are complete

Expanding a product over sites means choosing, at each site, either $1$ or $\sigma_i\tau_i$. The sites where the second term is chosen form a cluster, hence

$$\sum_S\Phi_S(\sigma)\Phi_S(\tau)=\prod_i(1+\sigma_i\tau_i).$$

Each factor is $2$ where the spins agree and $0$ where they differ. The product is therefore $2^N$ if $\sigma=\tau$ and zero otherwise. `Finset.prod_one_add` supplies the expansion, and `same` and `opposite` evaluate the factors.

```lean
omit [DecidableEq ι] in
/-- Completeness of the cluster functions: the sum of `Φ_S(σ) Φ_S(τ)` over all clusters is
`2^N` if the two configurations are equal and zero otherwise. -/
theorem cluster_completeness (σ τ : ι → ℤˣ) :
    ∑ S : Finset ι, clusterFn S σ * clusterFn S τ
      = if σ = τ then 2 ^ Fintype.card ι else 0 := by
  have same : ∀ u : ℤˣ, 1 + ((u : ℤ) : ℝ) * ((u : ℤ) : ℝ) = 2 := by
    intro u
    rcases Int.units_eq_one_or u with rfl | rfl <;> norm_num
  have opposite : ∀ u v : ℤˣ, u ≠ v → 1 + ((u : ℤ) : ℝ) * ((v : ℤ) : ℝ) = 0 := by
    intro u v h
    rcases Int.units_eq_one_or u with rfl | rfl <;>
      rcases Int.units_eq_one_or v with rfl | rfl
    · exact absurd rfl h
    · norm_num
    · norm_num
    · exact absurd rfl h
  -- the sum over clusters factorises over sites
  have h : ∑ S : Finset ι, clusterFn S σ * clusterFn S τ
      = ∏ i, (1 + ((σ i : ℤ) : ℝ) * ((τ i : ℤ) : ℝ)) := by
    rw [Finset.prod_one_add, Finset.powerset_univ]
    simp only [clusterFn, Finset.prod_mul_distrib]
  rw [h]
  split_ifs with e
  · subst e
    simp only [same, Finset.prod_const, Finset.card_univ]
  · obtain ⟨i, hi⟩ := Function.ne_iff.mp e
    exact Finset.prod_eq_zero (Finset.mem_univ i) (opposite _ _ hi)
```

The average of a constant is also needed: $\langle c\rangle=2^N c/2^N=c$.

```lean
/-- The average of a constant over all spin configurations is that constant. -/
theorem configAverage_const (c : ℝ) : configAverage (fun _ : ι → ℤˣ => c) = c := by
  have hc : (Fintype.card (ι → ℤˣ) : ℝ) = 2 ^ Fintype.card ι := by
    simp [Fintype.card_units_int]
  simp only [configAverage, Finset.sum_const, Finset.card_univ, nsmul_eq_mul, hc]
  field_simp
```

## Coarse-graining keeps the clusters inside A

Completeness first recovers $F$ from its coefficients:

$$\sum_S J_S\Phi_S(\rho)=\frac1{2^N}\sum_\tau F(\tau)\sum_S\Phi_S(\tau)\Phi_S(\rho)=F(\rho).$$

This is `hexp` in the proof. Next, average one cluster function over the spins outside $A$. If $S\subseteq A$, it does not involve $\tau$ and stays equal to $\Phi_S(\sigma)$. Otherwise some $i\in S$ lies outside $A$; flipping $\tau_i$ reverses the sign of $\Phi_S(\sigma_A,\tau_{A^c})$, and the average is zero. These two cases form `hav`. By linearity,

$$(P_AF)(\sigma)=\sum_{S\subseteq A}J_S\,\Phi_S(\sigma).$$

The surviving coefficients are those of the original $F$.

```lean
/-- Averaging `F` over the spins outside `A` leaves exactly the cluster sum over the
clusters contained in `A`, with unchanged coefficients. -/
theorem coarseGrain_eq_sum (F : (ι → ℤˣ) → ℝ) (A : Finset ι) (σ : ι → ℤˣ) :
    coarseGrain F A σ = ∑ S ∈ A.powerset, coefficient F S * clusterFn S σ := by
  -- completeness resolves F into cluster functions
  have hexp : ∀ ρ, F ρ = ∑ S, coefficient F S * clusterFn S ρ := by
    intro ρ
    symm
    calc ∑ S, coefficient F S * clusterFn S ρ
        = (∑ τ, F τ * ∑ S, clusterFn S τ * clusterFn S ρ) / 2 ^ Fintype.card ι := by
          simp only [coefficient, configAverage, Finset.mul_sum, Finset.sum_div,
            Finset.sum_mul]
          rw [Finset.sum_comm]
          exact Finset.sum_congr rfl fun _ _ => Finset.sum_congr rfl fun _ _ => by ring
      _ = F ρ := by
          simp only [cluster_completeness, mul_ite, mul_zero, Finset.sum_ite_eq',
            Finset.mem_univ, if_true]
          field_simp
  -- a cluster function survives the average only if its cluster lies in A
  have hav : ∀ S : Finset ι, configAverage (fun τ => clusterFn S (A.piecewise σ τ))
      = if S ⊆ A then clusterFn S σ else 0 := by
    intro S
    split_ifs with hS
    · have h : ∀ τ, clusterFn S (A.piecewise σ τ) = clusterFn S σ := fun τ =>
        Finset.prod_congr rfl fun j hj => by
          rw [Finset.piecewise_eq_of_mem _ _ _ (hS hj)]
      simp only [h, configAverage_const]
    · obtain ⟨i, hiS, hiA⟩ := Finset.not_subset.mp hS
      have h : ∀ τ, A.piecewise σ (spinFlip i τ) = spinFlip i (A.piecewise σ τ) := by
        intro τ
        funext j
        by_cases hj : j = i
        · subst hj
          simp [spinFlip, Finset.piecewise, hiA]
        · simp [spinFlip, Finset.piecewise, hj]
      rw [configAverage, sum_eq_zero_of_odd i _ fun τ => by
        rw [h, clusterFn_spinFlip hiS], zero_div]
  calc coarseGrain F A σ
      = configAverage fun τ => ∑ S, coefficient F S * clusterFn S (A.piecewise σ τ) := by
        unfold coarseGrain
        exact congrArg configAverage (funext fun τ => hexp _)
    _ = ∑ S, coefficient F S * configAverage fun τ => clusterFn S (A.piecewise σ τ) := by
        unfold configAverage
        rw [Finset.sum_comm, Finset.sum_div]
        refine Finset.sum_congr rfl fun S _ => ?_
        rw [← Finset.mul_sum, mul_div_assoc]
    _ = ∑ S, if S ⊆ A then coefficient F S * clusterFn S σ else 0 := by
        simp only [hav, mul_ite, mul_zero]
    _ = ∑ S ∈ A.powerset, coefficient F S * clusterFn S σ := by
        rw [← Finset.sum_filter]
        refine Finset.sum_congr ?_ fun _ _ => rfl
        ext S
        simp
```

## Dependence on A read from the coefficients

Suppose $F$ depends only on $A$, and let $S\not\subseteq A$. Choose $i\in S$ with $i\notin A$. Then $F(f_i\sigma)=F(\sigma)$ while $\Phi_S(f_i\sigma)=-\Phi_S(\sigma)$, so $F\Phi_S$ is odd under $f_i$ and $J_S=0$.

Conversely, suppose $J_S=0$ for every $S\not\subseteq A$. Coarse-graining onto all sites changes nothing, so

$$F(\rho)=\sum_{S}J_S\Phi_S(\rho)=\sum_{S\subseteq A}J_S\Phi_S(\rho)=(P_AF)(\rho).$$

The right-hand side sees only the spins of $\rho$ in $A$, and so does $F$. The Lean proof establishes this equality as `key`, then uses the fact that configurations agreeing on $A$ give the same `A.piecewise` configurations.

For a binary-alloy cluster expansion on a finite lattice with all clusters retained, `dependsOnlyOn_iff` says which coefficients must vanish for an energy contribution that depends only on the spins in one region $A$. A total energy that is a sum of such contributions, each with its own region, may depend on every site; since $J_S$ is linear in $F$, its coefficient still vanishes on each cluster that lies in none of the regions. The theorem gives no bound for an energy that depends only weakly on distant sites, and it does not address coefficients fitted to a truncated set of clusters.

```lean
/-- A function of the spins depends only on the spins in `A` if and only if its coefficient
`J_S` vanishes for every cluster `S` not contained in `A`. -/
theorem dependsOnlyOn_iff (F : (ι → ℤˣ) → ℝ) (A : Finset ι) :
    DependsOnlyOn F A ↔ ∀ S : Finset ι, ¬ S ⊆ A → coefficient F S = 0 := by
  constructor
  · intro hF S hS
    obtain ⟨i, hiS, hiA⟩ := Finset.not_subset.mp hS
    -- flipping a spin outside A leaves F unchanged and reverses the cluster function
    have h : ∀ σ, F (spinFlip i σ) = F σ := fun σ => hF _ _ fun j hj => by
      have hne : j ≠ i := fun e => hiA (e ▸ hj)
      rw [spinFlip, Function.update_of_ne hne]
    rw [coefficient, configAverage, sum_eq_zero_of_odd i _ fun σ => by
      rw [h, clusterFn_spinFlip hiS, mul_neg], zero_div]
  · intro hJ
    -- F equals its own coarse-graining onto A
    have key : ∀ ρ, F ρ = coarseGrain F A ρ := by
      intro ρ
      have h1 : coarseGrain F Finset.univ ρ = F ρ := by
        simp only [coarseGrain, Finset.piecewise_univ, configAverage_const]
      refine h1.symm.trans ?_
      rw [coarseGrain_eq_sum, coarseGrain_eq_sum]
      symm
      refine Finset.sum_subset (Finset.powerset_mono.mpr (Finset.subset_univ A)) ?_
      intro S _ hS
      rw [hJ S (fun h => hS (Finset.mem_powerset.mpr h)), zero_mul]
    intro σ τ hστ
    have h : ∀ ρ, A.piecewise σ ρ = A.piecewise τ ρ := by
      intro ρ
      funext j
      by_cases hj : j ∈ A
      · simp [Finset.piecewise, hj, hστ j hj]
      · simp [Finset.piecewise, hj]
    rw [key σ, key τ]
    simp only [coarseGrain, h]
```

Two sites suffice for a numerical instance. Let $F(+,+)=F(+,-)=5$ and $F(-,+)=F(-,-)=1$. Then

$$J_\emptyset=3,\quad J_{\{1\}}=\tfrac{5+5-1-1}{4}=2,\quad J_{\{2\}}=\tfrac{5-5+1-1}{4}=0,\quad J_{\{1,2\}}=\tfrac{5-5-1+1}{4}=0,$$

and $F=3+2\sigma_1$ depends only on site 1. Change $F(-,-)$ to $3$, and the coefficients become $\tfrac72,\tfrac32,-\tfrac12,\tfrac12$ in the same order. The second spin now matters. Coarse-graining onto site 1 gives $\tfrac72+\tfrac32\sigma_1$, whose values $5$ and $2$ are the averages of $5,5$ and of $1,3$.

## Irrelevant spins and overlapping regions

Take $A$ to be all sites except $i$. A cluster fails to lie in $A$ exactly when it contains $i$. Hence $F$ is unchanged by every reversal of spin $i$ if and only if $J_S=0$ for all $S$ containing $i$. The forward direction is again the oddness of $F\Phi_S$; the reverse applies the main theorem to `Finset.univ.erase i`.

```lean
/-- Reversing the spin at site `i` never changes `F` if and only if every cluster containing
`i` has zero coefficient. -/
theorem spinFlip_invariant_iff (F : (ι → ℤˣ) → ℝ) (i : ι) :
    (∀ σ, F (spinFlip i σ) = F σ) ↔ ∀ S : Finset ι, i ∈ S → coefficient F S = 0 := by
  constructor
  · intro h S hS
    rw [coefficient, configAverage, sum_eq_zero_of_odd i _ fun σ => by
      rw [h, clusterFn_spinFlip hS, mul_neg], zero_div]
  · intro hJ σ
    have hF : DependsOnlyOn F (Finset.univ.erase i) := by
      refine (dependsOnlyOn_iff F _).mpr fun S hS => hJ S ?_
      by_contra hi
      exact hS fun j hj =>
        Finset.mem_erase.mpr ⟨fun e => hi (e ▸ hj), Finset.mem_univ j⟩
    exact hF _ _ fun j hj => by
      rw [spinFlip, Function.update_of_ne (Finset.ne_of_mem_erase hj)]
```

Suppose now that $F$ depends only on $A$ and also only on $B$. If $S\not\subseteq A\cap B$, then $S\not\subseteq A$ or $S\not\subseteq B$, and either case gives $J_S=0$. So $F$ depends only on $A\cap B$. If the two regions are disjoint, $F$ is constant.

```lean
/-- If `F` depends only on the spins in `A`, and also only on the spins in `B`, then it
depends only on the spins in the overlap of `A` and `B`. -/
theorem dependsOnlyOn_inter {F : (ι → ℤˣ) → ℝ} {A B : Finset ι}
    (hA : DependsOnlyOn F A) (hB : DependsOnlyOn F B) : DependsOnlyOn F (A ∩ B) := by
  refine (dependsOnlyOn_iff F _).mpr fun S hS => ?_
  by_cases h : S ⊆ A
  · exact (dependsOnlyOn_iff F B).mp hB S fun h' => hS (Finset.subset_inter h h')
  · exact (dependsOnlyOn_iff F A).mp hA S h

end

end ClusterLocality
```

```lean
#print axioms ClusterLocality.dependsOnlyOn_iff
#print axioms ClusterLocality.spinFlip_invariant_iff
#print axioms ClusterLocality.dependsOnlyOn_inter
```

```
'ClusterLocality.dependsOnlyOn_iff' depends on axioms: [propext, Classical.choice, Quot.sound]
'ClusterLocality.spinFlip_invariant_iff' depends on axioms: [propext, Classical.choice, Quot.sound]
'ClusterLocality.dependsOnlyOn_inter' depends on axioms: [propext, Classical.choice, Quot.sound]
```
